# When a real two-electron singlet state fixes its nonlocal potential up to a constant

## A potential that the state cannot see

Put two electrons on two sites, left and right, in the covalent singlet with one electron on each site. Now raise the left site energy by $\delta$ and lower the right one by $\delta$. One electron gains what the other loses, so the change annihilates the state. If the state was an eigenstate before, it still is, with the same energy, and no procedure that starts from the state can recover the site energies.

In density-matrix functional theory the potential may be nonlocal, that is, any Hermitian matrix in the orbital basis, which leaves much room for such invisible changes. Take a two-electron singlet with real amplitudes in a finite basis of at least two orbitals, a fixed interaction, and potentials that are real and independent of spin. A simple condition on the amplitudes then decides whether a potential reconstructed from the state is unique up to a constant.

## The pair state as a matrix

The spatial part of a real singlet is a real symmetric matrix of amplitudes. In suitably chosen real natural orbitals $\varphi_i$ it is diagonal (if occupations coincide, not every choice will do):

$$\Psi(r_1,r_2)=\sum_i c_i\,\varphi_i(r_1)\varphi_i(r_2),\qquad C=\mathrm{diag}(c_i).$$

For a normalised state $\sum_i c_i^2=1$, and orbital $i$ holds $2c_i^2$ electrons. A one-particle operator $A$ acts on both electrons, which in matrix form is $A\Psi+\Psi A^{T}$. For symmetric $A$ and $\Psi=C$ this is $AC+CA$. The Hamiltonian is

$$H_v\Psi=v\Psi+\Psi v^{T}+W\Psi,$$

where $v$ contains the kinetic energy and the nonlocal potential, and $W$ is the interaction. Since the kinetic energy is fixed, two choices of $v$ differ only in the potential.

## What is stated

`scalar_iff` says that, for at least two orbitals, the following are equivalent:

- every real symmetric $A$ with $AC+CA=xC$ for some real $x$ is a multiple of the identity;
- $c_i+c_j\neq0$ for all $i,j$, including $i=j$.

The case $i=j$ says that no amplitude vanishes.

`potential_unique_iff` carries this over to potentials. Suppose $C$ satisfies the eigenvalue equation for a real symmetric $v_0$ with energy $E_0$. Then every real symmetric $v$ with the same eigenstate, at any energy $E$, equals $v_0$ plus a constant exactly when the same condition holds.

`hermitian_scalar_iff` allows complex Hermitian $A$ while the amplitudes stay real. The condition becomes stricter: all $c_i\neq0$, and the $c_i^2$ are pairwise distinct. This theorem is about the operators $A$ and contains no interaction.

In the code, the finite type `n` labels the orbitals, `Nontrivial n` says that there are at least two, and `diagonal c` is $C$. The one-particle action is `oneBody`, and $H_v$ is `pairHamiltonian W v`. The interaction `W` is an arbitrary linear map, which need not even be Hermitian. Normalisation is not required, and $C=0$ is allowed: both sides of each equivalence are then false.

The theorems start from a given eigenstate, which need not be the ground state. They do not treat the earlier step from the one-particle density matrix to the state; that matrix contains $c_i^2$ but not the signs of the $c_i$, on which the real condition depends. Infinite basis sets and more than two electrons lie beyond the model.

## Reading the equation entry by entry

The $(i,j)$ entry of $AC+CA=xC$ is

$$(c_i+c_j)A_{ij}=x\,c_i\,\delta_{ij}.$$

Suppose that all sums are nonzero. For $i\neq j$ the right side vanishes, so $A_{ij}=0$. For $i=j$ we have $2c_iA_{ii}=xc_i$, so $A_{ii}=x/2$. Hence $A=(x/2)\mathbb 1$: each of the two electrons contributes half of the energy shift.

Conversely, suppose that $c_i+c_j=0$ for some pair.

- If $i\neq j$, let $A$ have entries $A_{ij}=A_{ji}=1$ and zeros elsewhere. The only entries of $AC+CA$ that could survive equal $c_i+c_j=0$. So $A$ annihilates the state, yet it is not a multiple of the identity.
- If $i=j$, then $c_i=0$. Let $A_{ii}=1$ be the only nonzero entry. This shifts the level of an empty orbital and annihilates the state. Because there is a second orbital, whose diagonal entry is zero, $A$ is not a constant.

For potentials, subtract $H_{v_0}C=E_0C$ from $H_vC=EC$. The interaction drops out:

$$(v-v_0)C+C(v-v_0)=(E-E_0)C.$$

If the condition holds, $v-v_0=\tfrac12(E-E_0)\mathbb 1$. In the other direction, any $A$ with $AC+CA=xC$ gives a potential $v_0+A$ with the same eigenstate and energy $E_0+x$. If potentials are unique up to a constant, $A$ must therefore be a constant.

## Complex Hermitian operators

Now $A_{ji}=A_{ij}^*$, and for $i\neq j$ the entry equation and its conjugate are

$$c_jA_{ij}+c_iA_{ij}^*=0,\qquad c_jA_{ij}^*+c_iA_{ij}=0.$$

Multiply the first by $c_j$ and the second by $c_i$, and subtract:

$$(c_j^2-c_i^2)A_{ij}=0.$$

Distinct squares force $A_{ij}=0$, and the diagonal entries give $A_{ii}=x/2$ as before.

If the condition fails, there is again an invisible operator. For $c_i=0$ it is the level shift, and for $c_i=-c_j$ the real coupling. For $c_i=c_j$ it is the imaginary coupling $A_{ij}=\mathrm i$, $A_{ji}=-\mathrm i$, since $\mathrm i\,c_j-\mathrm i\,c_i=0$. Real symmetric potentials exclude this last operator, which is why they need only the weaker condition.

## Two orbitals and the limits of the Hubbard dimer

With one orbital every $A$ is a multiple of the identity, and the equivalence fails only for the zero vector $c_0=0$, which is not a physical state. Two orbitals are the smallest case, and the condition reads $c_0\neq0$, $c_1\neq0$, $c_0\neq-c_1$.

The file checks a Hubbard dimer with bonding and antibonding energies $-2$ and $2$ and repulsion $U=6$. The amplitudes $(3,-1)$, normalised $(3,-1)/\sqrt{10}$, form an eigenstate of energy $-2$:

$$2(-2)(3)+3(3-1)=-6,\qquad 2(2)(-1)+3(3-1)=2.$$

They satisfy the condition, so this state fixes its real potential up to a constant.

Solving the same two-by-two problem for general $U>0$, a step that the file does not take, gives for the lowest singlet

$$\frac{c_1}{c_0}=\frac{8-\sqrt{64+U^2}}{U},$$

which lies strictly between $-1$ and $0$. Uniqueness is lost at both ends. As $U\to0$ the antibonding orbital empties and its level becomes invisible. As $U\to\infty$ the ratio tends to $-1$, and the state becomes the covalent singlet of the opening. The invisible coupling of the two orbitals is then the energy difference between the sites.

## The complete file

```lean
import Mathlib

open Matrix

namespace PairPotential

variable {n R : Type*} [Fintype n] [DecidableEq n] [CommRing R]

/-- Action of a one-particle operator `A` on both electrons of a pair with
spatial amplitude matrix `Ψ`. -/
def oneBody (A Ψ : Matrix n n R) : Matrix n n R := A * Ψ + Ψ * Aᵀ

/-- Pair Hamiltonian: the one-particle operator `v` (kinetic energy plus nonlocal potential)
acting on both electrons, and a linear interaction `W`. -/
def pairHamiltonian (W : Matrix n n R →ₗ[R] Matrix n n R) (v Ψ : Matrix n n R) :
    Matrix n n R := oneBody v Ψ + W Ψ

/-- The coupling of orbitals `i` and `j` with strength `z`, plus its adjoint. -/
def hop [StarRing R] (i j : n) (z : R) : Matrix n n R :=
  Matrix.of fun p q => (if p = i ∧ q = j then z else 0) + star (if q = i ∧ p = j then z else 0)

/-- Entries of a one-particle operator applied to a pair state that is diagonal
in its natural orbitals. -/
theorem oneBody_diagonal_apply (A : Matrix n n R) (c : n → R) (i j : n) :
    oneBody A (diagonal c) i j = A i j * c j + c i * A j i := by
  simp [oneBody, Matrix.mul_diagonal, Matrix.diagonal_mul]

omit [DecidableEq n] in
/-- Changing the one-particle operator by `A` changes the action of the pair Hamiltonian by the
one-body action of `A`, whatever the interaction. -/
theorem pairHamiltonian_add (W : Matrix n n R →ₗ[R] Matrix n n R) (v A Ψ : Matrix n n R) :
    pairHamiltonian W (v + A) Ψ = pairHamiltonian W v Ψ + oneBody A Ψ := by
  simp only [pairHamiltonian, oneBody, Matrix.transpose_add, Matrix.add_mul, Matrix.mul_add]
  abel

omit [Fintype n] in
/-- The coupling of two orbitals is Hermitian. -/
theorem hop_isHermitian [StarRing R] (i j : n) (z : R) : (hop i j z).IsHermitian := by
  refine Matrix.IsHermitian.ext fun p q => ?_
  simp only [hop, Matrix.of_apply, star_add, star_star]
  exact add_comm _ _

/-- A coupling `z` between orbitals `i` and `j` annihilates the pair state when
`z c_j + c_i z* = 0`. -/
theorem oneBody_hop [StarRing R] {c : n → R} {i j : n} {z : R}
    (h : z * c j + c i * star z = 0) : oneBody (hop i j z) (diagonal c) = 0 := by
  have f : ∀ p q, (if p = i ∧ q = j then z else 0) * c q
      + c p * star (if p = i ∧ q = j then z else 0) = 0 := by
    intro p q
    by_cases hpq : p = i ∧ q = j
    · rw [if_pos hpq, hpq.1, hpq.2]
      exact h
    · rw [if_neg hpq]
      simp
  ext p q
  rw [oneBody_diagonal_apply]
  simp only [hop, Matrix.of_apply, Matrix.zero_apply]
  linear_combination f p q + f q p

omit [Fintype n] in
/-- With at least two orbitals, a coupling that is a multiple of the identity vanishes:
`z = 0` between different orbitals, and `z + z* = 0` on a single one. -/
theorem hop_scalar [StarRing R] [Nontrivial n] {i j : n} {z a : R}
    (h : hop i j z = a • (1 : Matrix n n R)) :
    (i ≠ j → z = 0) ∧ (i = j → z + star z = 0) := by
  constructor
  · intro e
    simpa [hop, e, Ne.symm e, Matrix.one_apply] using congrFun (congrFun h i) j
  · rintro rfl
    obtain ⟨k, hk⟩ := exists_ne i
    have h1 : z + star z = a := by simpa [hop] using congrFun (congrFun h i) i
    have h2 : a = 0 := by simpa [hop, hk] using (congrFun (congrFun h k) k).symm
    rw [h1, h2]

/-- With at least two orbitals, the real symmetric solutions `A` of `AC + CA = xC` are all
multiples of the identity exactly when no two amplitudes, equal indices included, sum to zero. -/
theorem scalar_iff [Nontrivial n] (c : n → ℝ) :
    (∀ A : Matrix n n ℝ, A.IsSymm → ∀ x : ℝ,
      A * diagonal c + diagonal c * A = x • diagonal c → ∃ a : ℝ, A = a • (1 : Matrix n n ℝ))
    ↔ ∀ i j, c i + c j ≠ 0 := by
  constructor
  · -- a vanishing sum lets a real coupling act without effect
    intro h i j hij
    have hz : oneBody (hop i j (1 : ℝ)) (diagonal c) = 0 :=
      oneBody_hop (by rw [star_one]; linarith)
    have hs : (hop i j (1 : ℝ)).IsSymm := by
      have := hop_isHermitian i j (1 : ℝ)
      rw [Matrix.IsHermitian, Matrix.conjTranspose_eq_transpose_of_trivial] at this
      exact this
    rw [oneBody, hs.eq] at hz
    obtain ⟨a, ha⟩ := h _ hs 0 (by rw [zero_smul]; exact hz)
    by_cases e : i = j
    · have h2 := (hop_scalar ha).2 e
      rw [star_one] at h2
      norm_num at h2
    · exact one_ne_zero ((hop_scalar ha).1 e)
  · -- entry by entry, `A i j * (c i + c j)` is fixed
    intro hc A _ x h
    refine ⟨x / 2, ?_⟩
    ext i j
    have hij := congrFun (congrFun h i) j
    simp only [Matrix.add_apply, Matrix.mul_diagonal, Matrix.diagonal_mul, Matrix.smul_apply,
      Matrix.diagonal_apply, smul_eq_mul] at hij
    apply mul_left_cancel₀ (hc i j)
    by_cases e : i = j
    · subst e
      rw [if_pos rfl] at hij
      simp only [Matrix.smul_apply, Matrix.one_apply_eq, smul_eq_mul]
      linear_combination hij
    · rw [if_neg e] at hij
      simp only [Matrix.smul_apply, Matrix.one_apply_ne e, smul_eq_mul]
      linear_combination hij

/-- Let a pair state with real amplitudes `c`, over at least two orbitals, solve the eigenvalue
equation for the real symmetric `v₀`. Every real symmetric `v` with the same eigenstate equals
`v₀` up to a constant exactly when all sums `c_i + c_j`, including `i = j`, are nonzero. -/
theorem potential_unique_iff [Nontrivial n] (W : Matrix n n ℝ →ₗ[ℝ] Matrix n n ℝ)
    (c : n → ℝ) {v₀ : Matrix n n ℝ} (hv₀ : v₀.IsSymm) {E₀ : ℝ}
    (h₀ : pairHamiltonian W v₀ (diagonal c) = E₀ • diagonal c) :
    (∀ v : Matrix n n ℝ, v.IsSymm → ∀ E : ℝ,
      pairHamiltonian W v (diagonal c) = E • diagonal c →
        ∃ a : ℝ, v = v₀ + a • (1 : Matrix n n ℝ))
    ↔ ∀ i j, c i + c j ≠ 0 := by
  rw [← scalar_iff c]
  constructor
  · intro h A hA x hx
    obtain ⟨a, ha⟩ := h (v₀ + A) (hv₀.add hA) (E₀ + x)
      (by rw [pairHamiltonian_add, h₀, oneBody, hA.eq, hx, add_smul])
    exact ⟨a, add_left_cancel ha⟩
  · -- subtracting the two eigenvalue equations removes the interaction
    intro h v hv E hE
    have d := pairHamiltonian_add W v₀ (v - v₀) (diagonal c)
    rw [add_sub_cancel, hE, h₀, oneBody, (hv.sub hv₀).eq] at d
    obtain ⟨a, ha⟩ := h (v - v₀) (hv.sub hv₀) (E - E₀) (by rw [sub_smul, d]; abel)
    exact ⟨a, by rw [← ha]; abel⟩

/-- With at least two orbitals and real amplitudes, the complex Hermitian one-particle operators
that have the pair state as eigenstate are all constants exactly when every amplitude is nonzero
and the squared amplitudes are pairwise distinct. -/
theorem hermitian_scalar_iff [Nontrivial n] (c : n → ℝ) :
    (∀ A : Matrix n n ℂ, A.IsHermitian → ∀ x : ℝ,
      oneBody A (diagonal fun i => (c i : ℂ)) = (x : ℂ) • diagonal (fun i => (c i : ℂ)) →
        ∃ a : ℝ, A = (a : ℂ) • (1 : Matrix n n ℂ))
    ↔ (∀ i, c i ≠ 0) ∧ ∀ i j, i ≠ j → c i ^ 2 ≠ c j ^ 2 := by
  constructor
  · intro h
    have key : ∀ (i j : n) (z : ℂ), z * (c j : ℂ) + (c i : ℂ) * star z = 0 →
        (i ≠ j → z = 0) ∧ (i = j → z + star z = 0) := by
      intro i j z hz
      obtain ⟨a, ha⟩ := h (hop i j z) (hop_isHermitian i j z) 0
        (by rw [oneBody_hop (c := fun i => (c i : ℂ)) hz]; simp)
      exact hop_scalar ha
    refine ⟨fun i hi => ?_, fun i j e hs => ?_⟩
    · have h2 := (key i i 1 (by simp [hi])).2 rfl
      rw [star_one] at h2
      norm_num at h2
    · -- equal amplitudes admit an imaginary coupling, opposite ones a real coupling
      rcases sq_eq_sq_iff_eq_or_eq_neg.mp hs with h1 | h1
      · exact Complex.I_ne_zero ((key i j Complex.I
          (by rw [h1, Complex.star_def, Complex.conj_I]; ring)).1 e)
      · exact one_ne_zero ((key i j 1 (by rw [h1, star_one]; push_cast; ring)).1 e)
  · rintro ⟨h0, h1⟩ A hA x h
    refine ⟨x / 2, ?_⟩
    ext i j
    have e1 := congrFun (congrFun h i) j
    rw [oneBody_diagonal_apply] at e1
    simp only [Matrix.smul_apply, Matrix.diagonal_apply, smul_eq_mul] at e1
    by_cases e : i = j
    · subst e
      rw [if_pos rfl] at e1
      have hc : (c i : ℂ) ≠ 0 := by exact_mod_cast h0 i
      apply mul_left_cancel₀ hc
      simp only [Matrix.smul_apply, Matrix.one_apply_eq, smul_eq_mul]
      push_cast
      linear_combination e1 / 2
    · rw [if_neg e, mul_zero] at e1
      -- the conjugate equation supplies the second condition on `A i j`
      have e2 := congrArg star e1
      simp only [star_add, star_mul', hA.apply, star_zero] at e2
      simp only [Complex.star_def, Complex.conj_ofReal] at e2
      have hne : (c j : ℂ) ^ 2 - (c i : ℂ) ^ 2 ≠ 0 := by
        intro hz
        apply h1 i j e
        exact_mod_cast (sub_eq_zero.mp hz).symm
      apply mul_left_cancel₀ hne
      simp only [Matrix.smul_apply, Matrix.one_apply_ne e, smul_eq_mul]
      linear_combination (c j : ℂ) * e1 - (c i : ℂ) * e2

/-- On-site repulsion `U` of the Hubbard dimer, written in the bonding and antibonding
orbitals. -/
noncomputable def hubbardDimer (U : ℝ) :
    Matrix (Fin 2) (Fin 2) ℝ →ₗ[ℝ] Matrix (Fin 2) (Fin 2) ℝ where
  toFun Ψ := !![U / 2 * (Ψ 0 0 + Ψ 1 1), U / 2 * (Ψ 0 1 + Ψ 1 0);
    U / 2 * (Ψ 0 1 + Ψ 1 0), U / 2 * (Ψ 0 0 + Ψ 1 1)]
  map_add' X Y := by
    ext i j
    fin_cases i <;> fin_cases j <;> simp <;> ring
  map_smul' a X := by
    ext i j
    fin_cases i <;> fin_cases j <;> simp <;> ring

/-- The Hubbard dimer with `U = 6` and orbital energies `-2` and `2` has the pair state with
amplitudes `3` and `-1` as eigenstate of energy `-2`, and no two of these amplitudes, equal
indices included, sum to zero. -/
theorem potential_unique_witness :
    pairHamiltonian (hubbardDimer 6) (diagonal ![-2, 2]) (diagonal ![3, -1])
      = (-2 : ℝ) • diagonal ![3, -1]
    ∧ ∀ i j : Fin 2, (![3, -1] : Fin 2 → ℝ) i + (![3, -1] : Fin 2 → ℝ) j ≠ 0 := by
  constructor
  · ext i j
    fin_cases i <;> fin_cases j <;>
      simp [pairHamiltonian, oneBody_diagonal_apply, hubbardDimer] <;> norm_num
  · intro i j
    fin_cases i <;> fin_cases j <;> norm_num

end PairPotential
```

```lean
#print axioms PairPotential.potential_unique_iff
#print axioms PairPotential.hermitian_scalar_iff
```

```
'PairPotential.potential_unique_iff' depends on axioms: [propext, Classical.choice, Quot.sound]
'PairPotential.hermitian_scalar_iff' depends on axioms: [propext, Classical.choice, Quot.sound]
```

## From the entries to the Lean proof

`oneBody_diagonal_apply` is the entry formula, and `pairHamiltonian_add` is the cancellation of the interaction.

The invisible operators are all built by `hop i j z`, which places $z$ at $(i,j)$ and adds the adjoint. For $i=j$ and $z=1$ its diagonal entry is therefore $2$, not $1$. `hop_isHermitian` confirms the symmetry. `oneBody_hop` shows that the coupling annihilates the state if $zc_j+c_iz^*=0$: the auxiliary statement `f` treats one half of the coupling, and the sum `f p q + f q p` gives the full entry. `hop_scalar` shows what follows if a coupling is a multiple of the identity: $z=0$ for different orbitals, and $z+z^*=0$ for equal ones. The second part compares two diagonal entries and so uses the second orbital.

In `scalar_iff`, the first direction applies these lemmas with $z=1$, and each case ends in a contradiction, $1=0$ or $2=0$. The second direction proposes `x / 2` as the constant, cancels $c_i+c_j$ with `mul_left_cancel₀`, and closes the diagonal and off-diagonal cases by `linear_combination`.

`potential_unique_iff` first rewrites the condition by `scalar_iff`. It then applies `pairHamiltonian_add` to $v_0+A$ in one direction and to $v_0+(v-v_0)$ in the other.

In `hermitian_scalar_iff`, `key` collects the consequences of an invisible coupling, and `sq_eq_sq_iff_eq_or_eq_neg` separates equal from opposite amplitudes. For the converse, `e1` is the entry equation and `e2` its conjugate; the final `linear_combination` is the multiplication by $c_j$ and $c_i$ followed by the subtraction. `potential_unique_witness` verifies the dimer entry by entry.
